# The squared Frobenius error of a projected idempotent density matrix equals the total spillage exactly when the density matrix and the basis projector commute

Let `D` be the Hermitian projector onto a set of occupied states and `P` the Hermitian projector onto the space spanned by a local basis, both finite complex matrices. The total spillage, rank(D) − tr(DP), measures how much of the occupied states lies outside the local basis, and the density error is the squared Frobenius norm of D − PDP. The failing theorem, `densityError_eq_spillage_iff`, states that these two numbers are equal if and only if DP = PD. The attempt uses the previous lemma, by which the error minus the spillage is the squared Frobenius norm of PD − DPD, to reduce equality to the condition PD = DPD. It then takes the adjoint of this condition to get DP = DPD, and so DP = PD; for the converse it uses D² = D.

An attempt in Lean 4 with a fault in it:

```lean
import Mathlib

open Matrix

namespace SpillageDensityError

noncomputable section

variable {m : Type*} [Fintype m]

/-- A Hermitian projector: a self-adjoint and idempotent matrix. -/
def IsProjector (D : Matrix m m ℂ) : Prop := Dᴴ = D ∧ D * D = D

/-- The squared Frobenius norm, the sum of the squared moduli of all entries. -/
def frobSq (A : Matrix m m ℂ) : ℝ := ∑ i, ∑ j, ‖A i j‖ ^ 2

/-- The total spillage `n - tr(DP)` of the occupied states `D` out of the local basis `P`,
where `n` is the rank of `D`. -/
def spillage (D P : Matrix m m ℂ) : ℝ := (D.rank : ℝ) - (D * P).trace.re

/-- The squared Frobenius error made when the density `D` is replaced by its
projection `PDP` onto the local basis. -/
def densityError (D P : Matrix m m ℂ) : ℝ := frobSq (D - P * D * P)

/-- The squared Frobenius norm of `A` is the trace of `AᴴA`. -/
theorem frobSq_eq_trace (A : Matrix m m ℂ) : frobSq A = (Aᴴ * A).trace.re := by
  rw [frobSq, Finset.sum_comm]
  simp only [Matrix.trace, Matrix.diag_apply, Matrix.mul_apply, Matrix.conjTranspose_apply,
    Complex.re_sum]
  refine Finset.sum_congr rfl fun j _ => Finset.sum_congr rfl fun i _ => ?_
  rw [← Complex.normSq_eq_norm_sq, Complex.normSq_apply]
  simp [Complex.mul_re]

/-- The squared Frobenius norm vanishes only for the zero matrix. -/
theorem frobSq_eq_zero (A : Matrix m m ℂ) : frobSq A = 0 ↔ A = 0 := by
  constructor
  · intro h
    unfold frobSq at h
    ext i j
    have h1 := (Finset.sum_eq_zero_iff_of_nonneg
      (fun i _ => Finset.sum_nonneg (fun j _ => sq_nonneg ‖A i j‖))).1 h i (Finset.mem_univ i)
    have h2 := (Finset.sum_eq_zero_iff_of_nonneg
      (fun j _ => sq_nonneg ‖A i j‖)).1 h1 j (Finset.mem_univ j)
    simpa using h2
  · rintro rfl
    simp [frobSq]

/-- The trace of an idempotent matrix is its rank. -/
theorem trace_eq_rank {D : Matrix m m ℂ} (hD : D * D = D) : D.trace = (D.rank : ℂ) := by
  classical
  have hp : LinearMap.IsProj (LinearMap.range D.mulVecLin) D.mulVecLin := by
    refine ⟨fun x => LinearMap.mem_range_self _ x, ?_⟩
    rintro _ ⟨y, rfl⟩
    simp [Matrix.mulVec_mulVec, hD]
  have ht : LinearMap.trace ℂ (m → ℂ) D.mulVecLin = D.trace := by
    rw [← Matrix.toLin'_apply', LinearMap.trace_eq_matrix_trace ℂ (Pi.basisFun ℂ m),
      LinearMap.toMatrix_eq_toMatrix', LinearMap.toMatrix'_toLin']
  exact ht.symm.trans hp.trace

/-- Under the trace, an idempotent `D` on both sides of an operator acts like a single `D`. -/
theorem trace_sandwich {D : Matrix m m ℂ} (hD : D * D = D) (X : Matrix m m ℂ) :
    (D * X * D).trace = (D * X).trace := by
  rw [Matrix.trace_mul_comm, ← Matrix.mul_assoc, hD]

/-- The squared error of the projected density is `n - tr(DPDP)`. -/
theorem densityError_eq {D P : Matrix m m ℂ} (hD : IsProjector D) (hP : IsProjector P) :
    densityError D P = (D.rank : ℝ) - (D * P * D * P).trace.re := by
  have hr : D.trace.re = (D.rank : ℝ) := by rw [trace_eq_rank hD.2]; simp
  have hs : (D - P * D * P)ᴴ = D - P * D * P := by
    simp only [Matrix.conjTranspose_sub, Matrix.conjTranspose_mul, hD.1, hP.1, Matrix.mul_assoc]
  -- expand the square, then use idempotency and cyclicity
  have e : (D - P * D * P) * (D - P * D * P)
      = D * D - D * P * D * P - P * (D * P * D) + P * (D * (P * P) * D * P) := by
    noncomm_ring
  have t1 : (P * (D * P * D)).trace = (D * P * D * P).trace := Matrix.trace_mul_comm _ _
  have t2 : (P * (D * P * D * P)).trace = (D * P * D * P).trace := by
    rw [Matrix.trace_mul_comm, Matrix.mul_assoc (D * P * D) P P, hP.2]
  rw [densityError, frobSq_eq_trace, hs, e, hD.2, hP.2, Matrix.trace_add, Matrix.trace_sub,
    Matrix.trace_sub, t1, t2, Complex.add_re, Complex.sub_re, Complex.sub_re, hr]
  ring

/-- The error exceeds the spillage by the squared norm of `PD - DPD`, the part of `P` that
couples occupied to empty states. -/
theorem densityError_sub_spillage {D P : Matrix m m ℂ} (hD : IsProjector D)
    (hP : IsProjector P) :
    densityError D P - spillage D P = frobSq (P * D - D * P * D) := by
  have hs : (P * D - D * P * D)ᴴ = D * P - D * P * D := by
    simp only [Matrix.conjTranspose_sub, Matrix.conjTranspose_mul, hD.1, hP.1, Matrix.mul_assoc]
  have e : (D * P - D * P * D) * (P * D - D * P * D)
      = D * (P * P) * D - D * P * D * P * D - D * P * D * P * D + D * P * (D * D) * P * D := by
    noncomm_ring
  have t : (D * P * D * P * D).trace = (D * P * D * P).trace := by
    simpa only [← Matrix.mul_assoc] using trace_sandwich hD.2 (P * D * P)
  rw [densityError_eq hD hP, spillage, frobSq_eq_trace, hs, e, hD.2, hP.2, Matrix.trace_add,
    Matrix.trace_sub, Matrix.trace_sub, t, trace_sandwich hD.2, Complex.add_re, Complex.sub_re,
    Complex.sub_re]
  ring

/-- The error equals the spillage exactly when the two projectors commute. -/
theorem densityError_eq_spillage_iff {D P : Matrix m m ℂ} (hD : IsProjector D)
    (hP : IsProjector P) : densityError D P = spillage D P ↔ D * P = P * D := by
  rw [← sub_eq_zero, densityError_sub_spillage hD hP, frobSq_eq_zero, sub_eq_zero]
  constructor
  · intro h
    -- the adjoint of PD = DPD is DP = DPD
    have h' := congrArg Matrix.conjTranspose h
    simp only [Matrix.conjTranspose_mul, hD.1, hP.1] at h'
    rw [h', h, Matrix.mul_assoc]
  · intro h
    rw [h, Matrix.mul_assoc, hD.2]

end

end SpillageDensityError
```

Lean reports:

```
Main.lean:104:2: error: unsolved goals
case mp
m : Type u_1
inst✝ : Fintype m
D P : Matrix m m ℂ
hD : IsProjector D
hP : IsProjector P
h : P * D = D * P * D
h' : D * P = D * (P * D)
⊢ D * (D * (P * D)) = D * (P * D)
```

Diagnosis. The message says that the forward direction, from PD = DPD to DP = PD, ends with a goal still open. Both hypotheses it needs are there, but `rw` replaces every instance of the pattern it has matched. After `h'` the goal is `D * (P * D) = P * D`. The next step, `h`, was needed only on the right, but `P * D` also occurs on the left, so both are replaced and the left side gains an extra factor `D`. `Matrix.mul_assoc` then only moves brackets, leaving `D * (D * (P * D)) = D * (P * D)`. This is true because `D * D = D`, but no rewrite in the list uses that fact, and the closing `rfl` that `rw` tries does not prove it.

The repair replaces the rewrites with a chain of equalities: `h'` takes `D * P` to `D * (P * D)`, `Matrix.mul_assoc` read backwards takes that to `D * P * D`, and `h.symm` takes that to `P * D`. Each equality is used once, as a whole, so no extra `D` appears.

The repair, with which the file compiles:

```diff
@@ -106,5 +106,5 @@
     have h' := congrArg Matrix.conjTranspose h
     simp only [Matrix.conjTranspose_mul, hD.1, hP.1] at h'
-    rw [h', h, Matrix.mul_assoc]
+    exact h'.trans ((Matrix.mul_assoc D P D).symm.trans h.symm)
   · intro h
     rw [h, Matrix.mul_assoc, hD.2]
```
